# The Lorenz number of two distinct, vanishingly narrow transmission peaks of equal area falls as the Fermi level rises from their midpoint

If the electronic heat conductance of a two-level junction is estimated from its electrical conductance with the metallic Lorenz number, π²/3 in units of (k/e)² with k the Boltzmann constant and e the elementary charge, the estimate can be too high or too low, depending on the level spacing and the Fermi level. The problems below derive the Lorenz number for coherent, non-interacting electrons in linear response, in the limit of vanishing level width. A code that evaluates transport integrals numerically should approach the result as the two transmission peaks are made narrower, with their positions, the ratio of their areas, the temperature and the Fermi level held fixed.

Energies are in units of kT and measured from the midpoint of the levels, which lie at d and −d. The Fermi level is h. An electron at energy x from the Fermi level is weighted by the negative derivative of the Fermi function, which is proportional to

w(x) = 1/cosh²(x/2).

The constant prefactor is omitted because it cancels in the Lorenz number.

```lean
import Mathlib

open Filter Topology Set

namespace TwoLevelLorenz

noncomputable section

/-- Thermal weight `1 / cosh² (x / 2)` of a level at reduced energy `x` from the Fermi level. -/
def thermalWeight (x : ℝ) : ℝ := 1 / Real.cosh (x / 2) ^ 2
```

The levels have transmissions a and b, which stand for the areas under two narrow transmission peaks. The transport moments are

K_n = a w(d − h) (d − h)ⁿ + b w(−d − h) (−d − h)ⁿ.

In Lean, K_n is `moment a b d h n`, with real parameters and a natural number n.

```lean
/-- The `n`-th transport moment of two narrow levels at reduced energies `d` and `-d`, with
transmissions `a` and `b`, at Fermi level `h`. -/
def moment (a b d h : ℝ) (n : ℕ) : ℝ :=
  a * thermalWeight (d - h) * (d - h) ^ n + b * thermalWeight (-d - h) * (-d - h) ^ n
```

K₀ gives the electrical conductance. The heat conductance at zero electric current, divided by temperature and electrical conductance, is the Lorenz number. In units of (k/e)² it is

L = K₂/K₀ − (K₁/K₀)².

This is the variance of the energy under the weights divided by their sum K₀. It contains the electronic heat current only, without phonons.

```lean
/-- The Lorenz number of the junction in units of `(k/e)²`: the variance of the energy carried
by the electrons. It is meant for a nonzero zeroth moment (a conducting junction). -/
def lorenz (a b d h : ℝ) : ℝ :=
  moment a b d h 2 / moment a b d h 0 - (moment a b d h 1 / moment a b d h 0) ^ 2
```

## (a) The sign of the thermal weight

Show that a level at any reduced energy x has positive weight:

w(x) > 0.

The hyperbolic cosine is positive for every real argument, so its square and the reciprocal of that square are positive too. In Lean, `positivity` draws this conclusion from `Real.cosh_pos`. With positive transmissions it follows that K₀ > 0, so the divisions in L are meaningful.

```lean
/-- The thermal weight is positive at every energy. -/
theorem thermalWeight_pos (x : ℝ) : 0 < thermalWeight x := by
  have := Real.cosh_pos (x / 2)
  unfold thermalWeight
  positivity
```

## (b) The variance in terms of two weights

Let a and b be positive, and write p = a w(d − h) and q = b w(−d − h). Show that

L = 4d²pq/(p + q)².

Put x₁ = d − h and x₂ = −d − h. Then K₀ = p + q, K₁ = px₁ + qx₂ and K₂ = px₁² + qx₂². Over a common denominator,

L = [(p + q)(px₁² + qx₂²) − (px₁ + qx₂)²]/(p + q)².

The terms in p² and q² cancel, and the numerator becomes pq(x₁ − x₂)². Since x₁ − x₂ = 2d, the result follows.

Leaving out (K₁/K₀)² gives the heat conductance at zero voltage instead of zero current, and the resulting ratio K₂/K₀ grows without bound as h increases.

The Lean statement holds for all real d and h. Its proof replaces the two weighted transmissions by p and q with `generalize`, then clears denominators and compares polynomials with `field_simp` and `ring`.

```lean
/-- For positive transmissions the Lorenz number is `4 d² p q / (p + q)²`, where `p` and `q` are
the thermally weighted transmissions of the two levels. -/
theorem lorenz_eq_weights {a b : ℝ} (ha : 0 < a) (hb : 0 < b) (d h : ℝ) :
    lorenz a b d h =
      4 * d ^ 2 * (a * thermalWeight (d - h)) * (b * thermalWeight (-d - h)) /
        (a * thermalWeight (d - h) + b * thermalWeight (-d - h)) ^ 2 := by
  have hp := mul_pos ha (thermalWeight_pos (d - h))
  have hq := mul_pos hb (thermalWeight_pos (-d - h))
  unfold lorenz moment
  generalize a * thermalWeight (d - h) = p at *
  generalize b * thermalWeight (-d - h) = q at *
  have hpq : p + q ≠ 0 := by positivity
  simp only [pow_zero, mul_one, pow_one]
  field_simp
  ring
```

## (c) An upper bound for unequal transmissions

For positive a and b and d > 0, show that

L ≤ d², with equality exactly when p = q.

Use 4pq = (p + q)² − (p − q)² in the result of (b):

L = d² − [d(p − q)/(p + q)]².

The bracket is the mean energy measured from the midpoint. Its square is non-negative, which gives the bound. Equality requires d(p − q) = 0, and hence p = q because d is not zero. At d = 0 both sides of the bound vanish whatever the weights, so the equality criterion needs d ≠ 0.

In the proof, `key` is the displayed identity. The steps `h0` to `h3` go from a vanishing square to p = q, and the last bullet is the converse.

```lean
/-- For positive transmissions and `d > 0` the Lorenz number is at most `d²`, with equality
exactly when both levels have the same thermally weighted transmission. -/
theorem lorenz_le_and_eq_iff {a b d : ℝ} (ha : 0 < a) (hb : 0 < b) (hd : 0 < d) (h : ℝ) :
    lorenz a b d h ≤ d ^ 2 ∧
      (lorenz a b d h = d ^ 2 ↔ a * thermalWeight (d - h) = b * thermalWeight (-d - h)) := by
  have hp := mul_pos ha (thermalWeight_pos (d - h))
  have hq := mul_pos hb (thermalWeight_pos (-d - h))
  rw [lorenz_eq_weights ha hb]
  generalize a * thermalWeight (d - h) = p at *
  generalize b * thermalWeight (-d - h) = q at *
  have hpq : p + q ≠ 0 := by positivity
  -- the deficit from `d²` is the square of the mean energy
  have key : 4 * d ^ 2 * p * q / (p + q) ^ 2 = d ^ 2 - (d * (p - q) / (p + q)) ^ 2 := by
    field_simp
    ring
  rw [key]
  refine ⟨by linarith [sq_nonneg (d * (p - q) / (p + q))], fun e => ?_, fun e => ?_⟩
  · have h0 : (d * (p - q) / (p + q)) ^ 2 = 0 := by linarith
    have h1 : d * (p - q) / (p + q) = 0 := pow_eq_zero_iff (two_ne_zero) |>.mp h0
    have h2 : d * (p - q) = 0 := (div_eq_zero_iff.mp h1).resolve_right hpq
    have h3 : p - q = 0 := (mul_eq_zero.mp h2).resolve_left hd.ne'
    linarith
  · rw [e]
    simp
```

## (d) Two identities for the hyperbolic cosines

With P = cosh((d − h)/2) and Q = cosh((d + h)/2), show that

2PQ = cosh d + cosh h,

P² + Q² = 1 + cosh d cosh h.

The first is the product formula 2 cosh A cosh B = cosh(A + B) + cosh(A − B), with A + B = d and A − B = −h. For the second, use cosh²A = (1 + cosh 2A)/2 for each square:

P² + Q² = 1 + [cosh(d − h) + cosh(d + h)]/2 = 1 + cosh d cosh h.

Lean takes a slightly different route. It sets d = 2u and h = 2v, expands everything in functions of u and v, and closes both goals with multiples of cosh² − sinh² = 1, supplied to `linear_combination`.

```lean
/-- Product and sum-of-squares identities for the hyperbolic cosines of the two levels. -/
theorem cosh_identities (d h : ℝ) :
    2 * Real.cosh ((d - h) / 2) * Real.cosh ((d + h) / 2) = Real.cosh d + Real.cosh h ∧
      Real.cosh ((d - h) / 2) ^ 2 + Real.cosh ((d + h) / 2) ^ 2 =
        1 + Real.cosh d * Real.cosh h := by
  obtain ⟨u, rfl⟩ : ∃ u, d = 2 * u := ⟨d / 2, by ring⟩
  obtain ⟨v, rfl⟩ : ∃ v, h = 2 * v := ⟨h / 2, by ring⟩
  have e1 : (2 * u - 2 * v) / 2 = u - v := by ring
  have e2 : (2 * u + 2 * v) / 2 = u + v := by ring
  have h1 := Real.cosh_sq u
  have h2 := Real.cosh_sq v
  rw [e1, e2, Real.cosh_sub, Real.cosh_add, Real.cosh_two_mul, Real.cosh_two_mul]
  constructor
  · linear_combination (2 * Real.sinh v ^ 2 + 1) * h1 + (2 * Real.cosh u ^ 2 - 1) * h2
  · linear_combination (Real.cosh v ^ 2 - Real.sinh v ^ 2) * h1 + h2
```

## (e) The closed form for equal transmissions

Let a = b = τ > 0. Show that

L = [d(cosh d + cosh h)/(1 + cosh d cosh h)]².

Because cosh is even, p = τ/P² and q = τ/Q². Hence

p + q = τ(P² + Q²)/(P²Q²),

and (b) gives

L = 4d²P²Q²/(P² + Q²)² = [d · 2PQ/(P² + Q²)]².

The transmission τ has cancelled. Inserting the two identities from (d) finishes the derivation.

The Lean proof uses the identities in reverse, rewriting the target in terms of P and Q. Its `hsum` is the formula for p + q.

```lean
/-- Closed form of the Lorenz number for two levels with equal positive transmission. -/
theorem lorenz_closed_form {τ : ℝ} (hτ : 0 < τ) (d h : ℝ) :
    lorenz τ τ d h =
      (d * (Real.cosh d + Real.cosh h) / (1 + Real.cosh d * Real.cosh h)) ^ 2 := by
  obtain ⟨i1, i2⟩ := cosh_identities d h
  have e : (-d - h) / 2 = -((d + h) / 2) := by ring
  rw [lorenz_eq_weights hτ hτ, ← i1, ← i2]
  unfold thermalWeight
  rw [e, Real.cosh_neg]
  have hP := Real.cosh_pos ((d - h) / 2)
  have hQ := Real.cosh_pos ((d + h) / 2)
  generalize Real.cosh ((d - h) / 2) = P at *
  generalize Real.cosh ((d + h) / 2) = Q at *
  have hs : P ^ 2 + Q ^ 2 ≠ 0 := by positivity
  have hsum : τ * (1 / P ^ 2) + τ * (1 / Q ^ 2) = τ * (P ^ 2 + Q ^ 2) / (P ^ 2 * Q ^ 2) := by
    field_simp
    ring
  rw [hsum]
  field_simp
  ring
```

## (f) From the midpoint to a distant Fermi level

Keep τ > 0 and d > 0 fixed, and regard L as a function of h. Show that

L(0) = d²,

L(y) < L(x) whenever 0 ≤ x < y,

L(h) → d²/cosh²d as h → ∞.

At h = 0 the two levels are equally far from the Fermi level, so p = q, and (c) gives the first claim.

For the second, write C = cosh d, X = cosh x and Y = cosh y. Then C > 1 and X < Y. Compare the fractions inside the square in (e):

d(C + X)/(1 + CX) − d(C + Y)/(1 + CY) = d(C² − 1)(Y − X)/[(1 + CX)(1 + CY)] > 0.

Both fractions are positive, so squaring keeps the order.

For the third, write H = cosh h and split the fraction:

d(C + H)/(1 + CH) = d/C + d(C − 1/C)/(1 + CH).

Since H ≥ exp(h)/2, the last term vanishes as h grows. Squaring gives the limit.

The limit is not zero because both thermal weights decay exponentially at the same rate, and their ratio p/q tends to exp(2d). In a real junction the levels have a finite width, and the tails of their transmission peaks can eventually outweigh these small contributions, so the limit belongs to the narrow-level model.

In Lean, `StrictAntiOn` on `Ici 0` means strict decrease on the half-line that includes h = 0, and `Tendsto` along `atTop` is the limit h → ∞. The three bullets follow the three arguments above: `div_lt_div_iff₀` cross-multiplies the fractions, and `hlim` holds the limit of the split form.

```lean
/-- For equal positive transmissions and `d > 0`, the Lorenz number is `d²` at `h = 0`, strictly
decreases for `h ≥ 0`, and tends to `d² / cosh² d` as the Fermi level `h` grows. -/
theorem lorenz_two_level {τ d : ℝ} (hτ : 0 < τ) (hd : 0 < d) :
    lorenz τ τ d 0 = d ^ 2 ∧
      StrictAntiOn (fun h => lorenz τ τ d h) (Ici 0) ∧
      Tendsto (fun h => lorenz τ τ d h) atTop (𝓝 (d ^ 2 / Real.cosh d ^ 2)) := by
  have hc : 1 < Real.cosh d := Real.one_lt_cosh.mpr hd.ne'
  have hc0 : 0 < Real.cosh d := Real.cosh_pos d
  refine ⟨?_, ?_, ?_⟩
  · -- at the midpoint both levels carry the same weight
    refine (lorenz_le_and_eq_iff hτ hτ hd 0).2.mpr ?_
    simp [thermalWeight, neg_div, Real.cosh_neg]
  · intro x hx y hy hxy
    have hX := Real.cosh_pos x
    have hY := Real.cosh_pos y
    have hlt : Real.cosh x < Real.cosh y := by
      rw [Real.cosh_lt_cosh, abs_of_nonneg (mem_Ici.mp hx), abs_of_nonneg (mem_Ici.mp hy)]
      exact hxy
    have hc2 : 0 < Real.cosh d ^ 2 - 1 := by nlinarith
    simp only [lorenz_closed_form hτ]
    refine pow_lt_pow_left₀ ?_ (by positivity) two_ne_zero
    rw [div_lt_div_iff₀ (by positivity) (by positivity)]
    nlinarith [mul_pos (mul_pos hd hc2) (sub_pos.mpr hlt)]
  · have hcosh : Tendsto Real.cosh atTop atTop := by
      refine tendsto_atTop_mono (fun h => ?_)
        (Real.tendsto_exp_atTop.atTop_div_const (by norm_num : (0 : ℝ) < 2))
      rw [Real.cosh_eq]
      linarith [Real.exp_pos (-h)]
    have hden : Tendsto (fun h => 1 + Real.cosh d * Real.cosh h) atTop atTop :=
      tendsto_atTop_add_const_left _ 1 (hcosh.const_mul_atTop hc0)
    -- split off the limiting value `d / cosh d`
    have hlim := ((hden.const_div_atTop (d * (Real.cosh d - 1 / Real.cosh d))).const_add
      (d / Real.cosh d)).pow 2
    rw [add_zero, div_pow] at hlim
    refine hlim.congr fun h => ?_
    have hh := Real.cosh_pos h
    have hne : 1 + Real.cosh d * Real.cosh h ≠ 0 := by positivity
    rw [lorenz_closed_form hτ]
    congr 1
    field_simp
    ring
```

## (g) The limiting value as a strict lower bound

For τ > 0, d > 0 and every real h, including negative values, show that

L(h) > d²/cosh²d.

With C and H as before, it is enough to compare the positive quantities under the squares:

d/C < d(C + H)/(1 + CH).

Multiplying out and dividing by d leaves 1 + CH < C² + CH, which is 1 < C². This holds because d is not zero. No finite Fermi level therefore attains the limiting value.

The Lean proof makes the same cross-multiplication, and `hc2` supplies C² − 1 > 0.

```lean
/-- For equal positive transmissions and `d > 0`, the Lorenz number lies strictly above
`d² / cosh² d` at every Fermi level. -/
theorem lorenz_gt_floor {τ d : ℝ} (hτ : 0 < τ) (hd : 0 < d) (h : ℝ) :
    d ^ 2 / Real.cosh d ^ 2 < lorenz τ τ d h := by
  have hc : 1 < Real.cosh d := Real.one_lt_cosh.mpr hd.ne'
  have hc0 : 0 < Real.cosh d := Real.cosh_pos d
  have hh := Real.cosh_pos h
  have hc2 : 0 < Real.cosh d ^ 2 - 1 := by nlinarith
  rw [lorenz_closed_form hτ, ← div_pow]
  refine pow_lt_pow_left₀ ?_ (by positivity) two_ne_zero
  rw [div_lt_div_iff₀ (by positivity) (by positivity)]
  nlinarith [mul_pos hd hc2]

end

end TwoLevelLorenz
```

```lean
#print axioms TwoLevelLorenz.lorenz_two_level
#print axioms TwoLevelLorenz.lorenz_gt_floor
```

```
'TwoLevelLorenz.lorenz_two_level' depends on axioms: [propext, Classical.choice, Quot.sound]
'TwoLevelLorenz.lorenz_gt_floor' depends on axioms: [propext, Classical.choice, Quot.sound]
```
